# Uncorrelated zero-mean force noise raises a free particle's mean kinetic energy by exactly $Nh^2\sigma^2/(2m)$ in $N$ steps

Uncorrelated random force errors of zero mean and fixed variance should heat a free particle at a constant average rate per time step. If each time step of length $h$ adds an impulse to the momentum of a particle of mass $m$ in one dimension, $p_{k+1}=p_k+h\,\xi_k$, and the errors $\xi_k$ have mean zero and variance $\sigma^2$ and are uncorrelated with each other and with $p_0$, then the mean kinetic energy after $N$ steps should exceed its initial value by exactly $Nh^2\sigma^2/(2m)$. I have in mind the force errors left by incompletely converged SCF cycles in first-principles molecular dynamics. Can this be made rigorous on a finite probability space, for every $N$, and checked by machine? I would also like to see what changes when the errors are correlated from step to step.

## Why the energy grows linearly in the number of steps

The claim holds, and the Lean 4 file below proves it. The noise conditions are imposed on the $N$ kicks actually taken, with $N$ arbitrary, because a fixed finite probability space has no room for infinitely many uncorrelated noises of nonzero variance.

Write $\langle f\rangle$ for the ensemble average and $\mathrm{Cov}(f,g)=\langle fg\rangle-\langle f\rangle\langle g\rangle$, so that $\mathrm{Var}(f)=\mathrm{Cov}(f,f)$. Let the noises have a common mean $\mu$ for now; it represents a systematic force error.

**One kick.** The average is linear, so $\langle f+hg\rangle=\langle f\rangle+h\langle g\rangle$. For a third observable $u$,

$$\mathrm{Cov}(f+hg,u)=\langle fu\rangle+h\langle gu\rangle-(\langle f\rangle+h\langle g\rangle)\langle u\rangle=\mathrm{Cov}(f,u)+h\,\mathrm{Cov}(g,u).$$

Using this in both arguments, together with the symmetry of the covariance, gives

$$\mathrm{Var}(f+hg)=\mathrm{Var}(f)+2h\,\mathrm{Cov}(f,g)+h^2\,\mathrm{Var}(g).$$

**No correlation with later kicks.** For $n\le k<N$ we have $\mathrm{Cov}(p_n,\xi_k)=0$. At $n=0$ this is assumed. If $n+1\le k$, then $n\ne k$, and

$$\mathrm{Cov}(p_{n+1},\xi_k)=\mathrm{Cov}(p_n,\xi_k)+h\,\mathrm{Cov}(\xi_n,\xi_k)=0+0.$$

**Mean and variance of the momentum.** Each kick therefore gives

$$\langle p_{n+1}\rangle=\langle p_n\rangle+h\mu,\qquad \mathrm{Var}(p_{n+1})=\mathrm{Var}(p_n)+h^2\sigma^2,$$

where the cross term $2h\,\mathrm{Cov}(p_n,\xi_n)$ has vanished. By induction, for $n\le N$,

$$\langle p_n\rangle=\langle p_0\rangle+nh\mu,\qquad \mathrm{Var}(p_n)=\mathrm{Var}(p_0)+nh^2\sigma^2.$$

**Energy.** Let $K_n=\langle p_n^2\rangle/(2m)$. Since $\langle p_n^2\rangle=\mathrm{Var}(p_n)+\langle p_n\rangle^2$,

$$K_N-K_0=\frac{Nh^2\sigma^2}{2m}+\frac{2\langle p_0\rangle Nh\mu+(Nh\mu)^2}{2m}.$$

Setting $\mu=0$ leaves the first term, which is the claim.

**The same error at every step.** If every $\xi_k$ is one and the same random error $\xi$, with mean zero, variance $\sigma^2$ and no correlation with $p_0$, the impulses add coherently. Then $p_N=p_0+Nh\,\xi$, and the one-kick formula with $Nh$ in place of $h$ gives a rise of $N^2h^2\sigma^2/(2m)$.

## Two kicks in numbers, and the shortest runs

Take $m=1$, $h=1/2$, $\sigma=2$ and $N=2$. Let $p_0=\pm3$ and $\xi_0,\xi_1=\pm2$, with all signs decided by independent fair coins. Each impulse is then $\pm1$. Starting from $p_0=3$, the final momentum is $5,3,3,1$ with equal probability, and its mean square is $(25+9+9+1)/4=11$. Starting from $p_0=-3$ gives the same value. The mean kinetic energy goes from $9/2$ to $11/2$, a rise of $1$, in agreement with $2\cdot\tfrac14\cdot4/2=1$. A single trajectory can still lose energy, as the one from $3$ to $1$ does; the exact statement concerns the average.

If the second kick repeats the first, $p_2=3\pm2$ has mean square $(25+1)/2=13$, and the rise is $2$.

For $N=0$ nothing happens and the drift is zero. For $N=1$ there is no second kick to be correlated with, so the uncorrelated and the repeated error both give $h^2\sigma^2/(2m)$.

## The Lean file

```lean
import Mathlib

open Finset

namespace ForceNoiseEnergyDrift

noncomputable section

/-- A finite probability space: nonnegative weights on the outcomes that sum to one. -/
structure Ensemble (Ω : Type*) [Fintype Ω] where
  weight : Ω → ℝ
  nonneg : ∀ ω, 0 ≤ weight ω
  sum_one : ∑ ω, weight ω = 1

variable {Ω : Type*} [Fintype Ω]

/-- The ensemble average of an observable. -/
def Ensemble.mean (E : Ensemble Ω) (f : Ω → ℝ) : ℝ := ∑ ω, E.weight ω * f ω

/-- The covariance of two observables; that of an observable with itself is its variance. -/
def Ensemble.cov (E : Ensemble Ω) (f g : Ω → ℝ) : ℝ :=
  E.mean (fun ω => f ω * g ω) - E.mean f * E.mean g

/-- The momentum after each time step `h`, when step `k` adds the impulse `h * ξ k`. -/
def momentum (p₀ : Ω → ℝ) (h : ℝ) (ξ : ℕ → Ω → ℝ) : ℕ → Ω → ℝ
  | 0 => p₀
  | k + 1 => fun ω => momentum p₀ h ξ k ω + h * ξ k ω

/-- The mean kinetic energy `E[p²] / (2m)` of a particle of mass `m ≠ 0`. -/
def meanKinetic (E : Ensemble Ω) (m : ℝ) (p : Ω → ℝ) : ℝ :=
  E.mean (fun ω => p ω ^ 2) / (2 * m)

/-- The first `N` force noises have mean `μ` and variance `σ²`, and are uncorrelated with
each other and with the initial momentum. -/
structure WhiteNoise (E : Ensemble Ω) (p₀ : Ω → ℝ) (ξ : ℕ → Ω → ℝ) (μ σ : ℝ) (N : ℕ) :
    Prop where
  mean_eq : ∀ k, k < N → E.mean (ξ k) = μ
  variance_eq : ∀ k, k < N → E.cov (ξ k) (ξ k) = σ ^ 2
  uncorrelated : ∀ j k, j < N → k < N → j ≠ k → E.cov (ξ j) (ξ k) = 0
  initial : ∀ k, k < N → E.cov p₀ (ξ k) = 0

/-- The ensemble average is linear under the addition of an impulse. -/
theorem mean_add_mul (E : Ensemble Ω) (f g : Ω → ℝ) (h : ℝ) :
    E.mean (fun ω => f ω + h * g ω) = E.mean f + h * E.mean g := by
  unfold Ensemble.mean
  rw [Finset.mul_sum, ← Finset.sum_add_distrib]
  exact Finset.sum_congr rfl (fun ω _ => by ring)

/-- The covariance with a third observable is linear under the addition of an impulse. -/
theorem cov_add_mul_left (E : Ensemble Ω) (f g u : Ω → ℝ) (h : ℝ) :
    E.cov (fun ω => f ω + h * g ω) u = E.cov f u + h * E.cov g u := by
  have e : (fun ω => (f ω + h * g ω) * u ω) =
      fun ω => f ω * u ω + h * (g ω * u ω) := by
    funext ω
    ring
  unfold Ensemble.cov
  rw [e, mean_add_mul E (fun ω => f ω * u ω) (fun ω => g ω * u ω) h, mean_add_mul E f g h]
  ring

/-- The variance after an impulse, expanded in the size of the time step. -/
theorem cov_add_mul_self (E : Ensemble Ω) (f g : Ω → ℝ) (h : ℝ) :
    E.cov (fun ω => f ω + h * g ω) (fun ω => f ω + h * g ω) =
      E.cov f f + 2 * h * E.cov f g + h ^ 2 * E.cov g g := by
  have hc : ∀ a b : Ω → ℝ, E.cov a b = E.cov b a := by
    intro a b
    have e : (fun ω => a ω * b ω) = fun ω => b ω * a ω := funext fun ω => mul_comm _ _
    unfold Ensemble.cov
    rw [e]
    ring
  rw [cov_add_mul_left, hc f (fun ω => f ω + h * g ω), hc g (fun ω => f ω + h * g ω),
    cov_add_mul_left, cov_add_mul_left, hc g f]
  ring

/-- Under the noise conditions on the first `N` kicks, the momentum after `n` steps is uncorrelated
with the force noise `ξ k` whenever `n ≤ k < N`. -/
theorem momentum_uncorrelated {E : Ensemble Ω} {p₀ : Ω → ℝ} {ξ : ℕ → Ω → ℝ} {μ σ : ℝ}
    {N : ℕ} (hw : WhiteNoise E p₀ ξ μ σ N) (h : ℝ) {n k : ℕ} (hnk : n ≤ k) (hk : k < N) :
    E.cov (momentum p₀ h ξ n) (ξ k) = 0 := by
  induction n with
  | zero => exact hw.initial k hk
  | succ n ih =>
    change E.cov (fun ω => momentum p₀ h ξ n ω + h * ξ n ω) (ξ k) = 0
    rw [cov_add_mul_left, ih (by omega), hw.uncorrelated n k (by omega) hk (by omega)]
    ring

/-- Under the noise conditions on the first `N` kicks, after `n ≤ N` steps the mean momentum has
shifted by `n h μ` and the momentum variance has grown by `n h² σ²`. -/
theorem momentum_statistics {E : Ensemble Ω} {p₀ : Ω → ℝ} {ξ : ℕ → Ω → ℝ} {μ σ : ℝ}
    {N : ℕ} (hw : WhiteNoise E p₀ ξ μ σ N) (h : ℝ) {n : ℕ} (hn : n ≤ N) :
    E.mean (momentum p₀ h ξ n) = E.mean p₀ + n * h * μ ∧
      E.cov (momentum p₀ h ξ n) (momentum p₀ h ξ n) = E.cov p₀ p₀ + n * h ^ 2 * σ ^ 2 := by
  induction n with
  | zero => simp [momentum]
  | succ n ih =>
    obtain ⟨hm, hv⟩ := ih (by omega)
    constructor
    · change E.mean (fun ω => momentum p₀ h ξ n ω + h * ξ n ω) = _
      rw [mean_add_mul, hm, hw.mean_eq n (by omega)]
      push_cast
      ring
    · change E.cov (fun ω => momentum p₀ h ξ n ω + h * ξ n ω)
        (fun ω => momentum p₀ h ξ n ω + h * ξ n ω) = _
      -- the cross term vanishes because the new kick is uncorrelated with the past
      rw [cov_add_mul_self, hv, momentum_uncorrelated hw h le_rfl (by omega),
        hw.variance_eq n (by omega)]
      push_cast
      ring

/-- The mean kinetic energy splits into the momentum variance and the squared mean momentum. -/
theorem meanKinetic_eq (E : Ensemble Ω) (m : ℝ) (p : Ω → ℝ) :
    meanKinetic E m p = (E.cov p p + E.mean p ^ 2) / (2 * m) := by
  simp only [meanKinetic, Ensemble.cov, sq]
  ring

/-- Energy drift for force noise with a systematic error `μ`: a term linear in `N` from the
variance, and terms from the shift `N h μ` of the mean momentum. -/
theorem kinetic_drift_biased {E : Ensemble Ω} {p₀ : Ω → ℝ} {ξ : ℕ → Ω → ℝ} {μ σ : ℝ}
    {N : ℕ} (hw : WhiteNoise E p₀ ξ μ σ N) (h m : ℝ) :
    meanKinetic E m (momentum p₀ h ξ N) - meanKinetic E m p₀ =
      N * h ^ 2 * σ ^ 2 / (2 * m) +
        (2 * E.mean p₀ * (N * h * μ) + (N * h * μ) ^ 2) / (2 * m) := by
  obtain ⟨hm, hv⟩ := momentum_statistics hw h le_rfl
  rw [meanKinetic_eq, meanKinetic_eq, hm, hv]
  ring

/-- Force noise of zero mean and variance `σ²`, uncorrelated between steps and with the initial
momentum, raises the mean kinetic energy by exactly `N h² σ² / (2m)` in `N` steps. -/
theorem kinetic_drift {E : Ensemble Ω} {p₀ : Ω → ℝ} {ξ : ℕ → Ω → ℝ} {σ : ℝ}
    {N : ℕ} (hw : WhiteNoise E p₀ ξ 0 σ N) (h m : ℝ) :
    meanKinetic E m (momentum p₀ h ξ N) =
      meanKinetic E m p₀ + N * h ^ 2 * σ ^ 2 / (2 * m) := by
  linear_combination kinetic_drift_biased hw h m

/-- If the same random force error `ξ`, with mean zero, variance `σ²` and no correlation with the
initial momentum, acts at every step, the mean kinetic energy rises by `N² h² σ² / (2m)` in `N`
steps. -/
theorem kinetic_drift_frozen (E : Ensemble Ω) (p₀ ξ : Ω → ℝ) (σ h m : ℝ) (N : ℕ)
    (hmean : E.mean ξ = 0) (hvar : E.cov ξ ξ = σ ^ 2) (hinit : E.cov p₀ ξ = 0) :
    meanKinetic E m (momentum p₀ h (fun _ => ξ) N) =
      meanKinetic E m p₀ + (N : ℝ) ^ 2 * h ^ 2 * σ ^ 2 / (2 * m) := by
  -- the impulses add up coherently
  have hp : momentum p₀ h (fun _ => ξ) N = fun ω => p₀ ω + (N * h) * ξ ω := by
    induction N with
    | zero => funext ω; simp [momentum]
    | succ n ih =>
      funext ω
      simp only [momentum, ih]
      push_cast
      ring
  rw [hp, meanKinetic_eq, meanKinetic_eq, cov_add_mul_self, mean_add_mul, hmean, hvar, hinit]
  ring

/-- The ensemble in which all outcomes are equally likely. -/
def uniform (Ω : Type*) [Fintype Ω] [Nonempty Ω] : Ensemble Ω where
  weight := fun _ => (Fintype.card Ω : ℝ)⁻¹
  nonneg := fun _ => by positivity
  sum_one := by
    rw [Finset.sum_const, Finset.card_univ, nsmul_eq_mul]
    exact mul_inv_cancel₀ (Nat.cast_ne_zero.mpr Fintype.card_ne_zero)

/-- The sign `±1` shown by coin `i` among `N + 1` coins. -/
def coin {N : ℕ} (i : Fin (N + 1)) (ω : Fin (N + 1) → Bool) : ℝ := if ω i then 1 else -1

/-- For `N + 1` fair coins, coin `0` times `P` as initial momentum and the other coins times `σ`
as force noises satisfy the noise conditions with zero mean. -/
theorem whiteNoise_witness (N : ℕ) (P σ : ℝ) :
    WhiteNoise (uniform (Fin (N + 1) → Bool)) (fun ω => P * coin (Fin.ofNat (N + 1) 0) ω)
      (fun k ω => σ * coin (Fin.ofNat (N + 1) (k + 1)) ω) 0 σ N := by
  -- an observable that changes sign when one coin is turned over averages to zero
  have odd : ∀ (i : Fin (N + 1)) (g : (Fin (N + 1) → Bool) → ℝ),
      (∀ ω, g (Function.update ω i (!ω i)) = -g ω) → (uniform _).mean g = 0 := by
    intro i g hg
    have hinv : Function.Involutive
        (fun ω : Fin (N + 1) → Bool => Function.update ω i (!ω i)) := by
      intro ω
      simp
    have hs : ∑ ω, g ω = ∑ ω, -g ω :=
      (Equiv.sum_comp hinv.toPerm g).symm.trans (Finset.sum_congr rfl (fun ω _ => hg ω))
    rw [Finset.sum_neg_distrib] at hs
    have h0 : ∑ ω, g ω = 0 := by linarith
    simp only [Ensemble.mean, uniform, ← Finset.mul_sum, h0, mul_zero]
  have hflip : ∀ (i : Fin (N + 1)) (ω : Fin (N + 1) → Bool),
      coin i (Function.update ω i (!ω i)) = -coin i ω := by
    intro i ω
    cases h : ω i <;> simp [coin, h]
  have hmean : ∀ (i : Fin (N + 1)) (a : ℝ),
      (uniform _).mean (fun ω => a * coin i ω) = 0 := by
    intro i a
    refine odd i _ (fun ω => ?_)
    simp only [hflip]
    ring
  have hpair : ∀ i j : Fin (N + 1), i ≠ j → ∀ a b : ℝ,
      (uniform _).mean (fun ω => a * coin i ω * (b * coin j ω)) = 0 := by
    intro i j hij a b
    refine odd i _ (fun ω => ?_)
    have hkeep : coin j (Function.update ω i (!ω i)) = coin j ω := by
      simp only [coin, Function.update_of_ne hij.symm]
    simp only [hflip, hkeep]
    ring
  have hsq : ∀ i : Fin (N + 1),
      (uniform _).mean (fun ω => σ * coin i ω * (σ * coin i ω)) = σ ^ 2 := by
    intro i
    have e : (fun ω => σ * coin i ω * (σ * coin i ω)) = fun _ => σ ^ 2 := by
      funext ω
      unfold coin
      split <;> ring
    rw [e]
    unfold Ensemble.mean
    rw [← Finset.sum_mul, Ensemble.sum_one, one_mul]
  have hidx : ∀ j k : ℕ, j < N + 1 → k < N + 1 → j ≠ k →
      Fin.ofNat (N + 1) j ≠ Fin.ofNat (N + 1) k := by
    intro j k hj hk hjk h
    have h' : j % (N + 1) = k % (N + 1) := congrArg Fin.val h
    rw [Nat.mod_eq_of_lt hj, Nat.mod_eq_of_lt hk] at h'
    exact hjk h'
  refine ⟨fun k _ => hmean _ _, fun k _ => ?_, fun j k hj hk hjk => ?_, fun k hk => ?_⟩
  · simp only [Ensemble.cov, hmean, hsq, mul_zero, sub_zero]
  · have hne := hidx (j + 1) (k + 1) (by omega) (by omega) (by omega)
    simp only [Ensemble.cov, hmean, hpair _ _ hne, mul_zero, sub_zero]
  · have hne := hidx 0 (k + 1) (by omega) (by omega) (by omega)
    simp only [Ensemble.cov, hmean, hpair _ _ hne, mul_zero, sub_zero]

end

end ForceNoiseEnergyDrift
```

```lean
#print axioms ForceNoiseEnergyDrift.kinetic_drift
-- 'ForceNoiseEnergyDrift.kinetic_drift' depends on axioms: [propext, Classical.choice, Quot.sound]
#print axioms ForceNoiseEnergyDrift.kinetic_drift_frozen
-- 'ForceNoiseEnergyDrift.kinetic_drift_frozen' depends on axioms: [propext, Classical.choice, Quot.sound]
```

## How the Lean statements describe the physics

An `Ensemble Ω` is a finite set of outcomes `Ω` with nonnegative weights that sum to one. An observable is a function `Ω → ℝ`, and `E.mean` and `E.cov` are its weighted average and the covariance defined above. The initial momentum `p₀` is itself an observable, so it may be random and may have a nonzero mean. `momentum p₀ h ξ n` is $p_n$, and `ξ k` is the force error that acts between $p_k$ and $p_{k+1}$. `meanKinetic E m p` is $\langle p^2\rangle/(2m)$; the mass is physically positive, and the value that Lean assigns at `m = 0` has no meaning here.

`WhiteNoise E p₀ ξ μ σ N` collects the assumptions for all `k < N`: common mean `μ`, variance `σ ^ 2`, no correlation between different steps, and none with `p₀`. Only first and second moments enter, so neither independence nor any particular distribution is required. Physically, `σ` is the size of the random force error left by the SCF convergence threshold. The absence of correlation rules out a linear trend between the errors at different steps, though not every form of dependence. Extrapolating the SCF starting guess from previous steps can introduce correlations.

`kinetic_drift` is the claim itself, with `μ` set to `0`. `kinetic_drift_biased` keeps `μ`, and `kinetic_drift_frozen` treats the repeated error, which is the extreme case of full correlation; partly correlated errors are not covered.

The model is one momentum component of a particle on which only the force error acts. It has no positions, no potential energy and no deterministic force, and both the statistics of the noise and its constant variance are assumed, not derived from an SCF procedure. The finite outcome set leaves out Gaussian noise.

For Born–Oppenheimer dynamics this suggests, within the same force-free model, how random SCF errors feed energy drift: over a fixed time $T=Nh$ with fixed $\sigma$, the uncorrelated drift is $Th\sigma^2/(2m)$ and shrinks with the time step, while the repeated error gives $T^2\sigma^2/(2m)$ whatever the step. This quadratic growth does not carry over to bound atoms: in a harmonic well, for example, a constant force error only shifts the equilibrium position, and the energy change stays bounded.

## How the proof follows the derivation

`mean_add_mul`, `cov_add_mul_left` and `cov_add_mul_self` are the three one-kick formulas. The last of them first proves the symmetry of the covariance, as `hc`, and then expands one argument after the other.

`momentum_uncorrelated` is the induction on `n` that keeps the current momentum uncorrelated with later kicks. Its successor step expands the covariance and removes both terms, one by the induction hypothesis and one by `hw.uncorrelated`. The tactic `omega` supplies the index inequalities, among them $n\ne k$.

`momentum_statistics` runs the induction for mean and variance together. In each half, `change` writes the new momentum as the old one plus an impulse, and the one-kick formula is applied. The cross term disappears through `momentum_uncorrelated` at $k=n$, and `ring` collects $n+1$ equal contributions.

`meanKinetic_eq` splits the second moment into variance and squared mean. Substituting the momentum statistics at $n=N$ gives `kinetic_drift_biased`, and `kinetic_drift` is its case of zero mean, finished by `linear_combination`. In `kinetic_drift_frozen`, the inner statement `hp` proves by induction that $p_N=p_0+Nh\,\xi$, after which a single variance expansion suffices.

Finally, `whiteNoise_witness` shows that the assumptions can be met for every `N` and for any real `P` and `σ`. It uses $N+1$ fair coins: coin $0$ sets the initial momentum to $\pm P$, and coin $k+1$ sets $\xi_k$ to $\pm\sigma$. With $N=2$, $P=3$ and $\sigma=2$ this is the ensemble of the numerical example. The central step, `odd`, says that an observable which changes sign when one coin is turned over has mean zero, because turning the coin over merely permutes the equally likely outcomes. This gives the zero means (`hmean`) and the zero averages of products of two different coins (`hpair`). The variance follows from `hsq`, since the square of $\pm\sigma$ is always $\sigma^2$.
